# The kinetic energy density of a two-electron function F(s,t,u) away from coalescence

Q: Put the nucleus at 0 on a line, with electrons at $x=1$ and $y=3$. Let $F$ depend on $s=|x|+|y|$, $t=|y|-|x|$, $u=|x-y|$, with partial derivatives $p,q,w$ in that order. Near this point $s=x+y$ and $t=u=y-x$, so the derivatives in $x$ and $y$ are $p-q-w$ and $p+q+w$. Half the sum of their squares is $p^2+q^2+w^2+2qw$. With the electrons on opposite sides, at $x=-1$ and $y=2$, the cross term is $2pw$ instead. What single formula covers both?

A: This one, for positions in space as well, provided $F$ is differentiable and no two of the three particles coincide:

$$\tfrac12\left(|\nabla_xF|^2+|\nabla_yF|^2\right)=p^2+q^2+w^2+\frac{2wps(u^2-t^2)+2wqt(s^2-u^2)}{u(s^2-t^2)}.$$

Your first case has $u=t$, which leaves $2qw$; your second has $u=s$, which leaves $2pw$. In between, the angles of the triangle formed by the nucleus and the electrons set the coefficients of $pw$ and $qw$. For a real, normalised wavefunction in atomic units, the left side is the kinetic energy density in its gradient form, taken at one configuration of both electrons.

Q: Where do the electrons live in the formal version?

A: In a real inner-product space `E`, with the nucleus at the origin. Ordinary space is the case of dimension three.

```lean
import Mathlib

noncomputable section

namespace HylleraasKinetic

variable {E : Type*} [NormedAddCommGroup E] [InnerProductSpace ℝ E]
```

The unit vector along a nonzero $v$ is `dir v`.

```lean
/-- The unit vector along `v`, for `v ≠ 0`. -/
def dir (v : E) : E := ‖v‖⁻¹ • v
```

Q: And the wavefunction?

A: `trial F x y` evaluates $F$ at the three coordinates. Note the sign: $t$ is the second distance minus the first.

```lean
/-- The two-electron function of the positions `x`, `y` obtained from a function `F` of the
Hylleraas coordinates `s = |x| + |y|`, `t = |y| - |x|`, `u = |x - y|`. -/
def trial (F : ℝ × ℝ × ℝ → ℝ) (x y : E) : ℝ :=
  F (‖x‖ + ‖y‖, ‖y‖ - ‖x‖, ‖x - y‖)
```

A concrete choice, used at the end, is $e^{-\zeta s}(1+cu)$, where $\zeta$ sets the orbital decay and $c$ the strength of the explicit correlation.

```lean
/-- The correlated trial function `exp (-ζ s) (1 + c u)` in Hylleraas coordinates. -/
def correlated (ζ c : ℝ) (z : ℝ × ℝ × ℝ) : ℝ :=
  Real.exp (-ζ * z.1) * (1 + c * z.2.2)
```

Q: Derive the formula, then. Start with the angles.

A: Let $m,n,e$ be unit vectors along $x,y,x-y$. The next lemma checks that `dir` supplies them.

```lean
/-- A nonzero vector is its length times its direction, and the direction has length one. -/
theorem dir_spec {v : E} (hv : v ≠ 0) : ‖dir v‖ = 1 ∧ v = ‖v‖ • dir v := by
  have h : ‖v‖ ≠ 0 := norm_ne_zero_iff.mpr hv
  constructor
  · rw [dir, norm_smul, norm_inv, norm_norm, inv_mul_cancel₀ h]
  · rw [dir, smul_smul, mul_inv_cancel₀ h, one_smul]
```

Expand $u^2=|x|^2-2x\cdot y+|y|^2$ and use $st=|y|^2-|x|^2$:

$$2x\cdot(x-y)=u^2+|x|^2-|y|^2=u^2-st,$$
$$2y\cdot(x-y)=|x|^2-|y|^2-u^2=-(u^2+st).$$

The left sides are $2|x|u\,m\cdot e$ and $2|y|u\,n\cdot e$. In the proof, `hsq` is the expansion of $u^2$, and `linear_combination` does the elimination.

```lean
/-- Law of cosines for the triangle of nucleus and two electrons: the inner products of the
electron directions `m`, `n` with the interelectronic direction `e`, in terms of distances. -/
theorem direction_cosines {x y m n e : E} (hx : x = ‖x‖ • m) (hy : y = ‖y‖ • n)
    (he : x - y = ‖x - y‖ • e) :
    2 * ‖x‖ * ‖x - y‖ * inner ℝ m e = ‖x - y‖ ^ 2 - (‖x‖ + ‖y‖) * (‖y‖ - ‖x‖) ∧
    2 * ‖y‖ * ‖x - y‖ * inner ℝ n e = -(‖x - y‖ ^ 2 + (‖x‖ + ‖y‖) * (‖y‖ - ‖x‖)) := by
  have hsq := norm_sub_sq_real x y
  have h1 : ‖x‖ * (‖x - y‖ * inner ℝ m e) = inner ℝ x (x - y) := by
    calc _ = inner ℝ (‖x‖ • m) (‖x - y‖ • e) := by
          rw [real_inner_smul_left, real_inner_smul_right]
      _ = _ := by rw [← hx, ← he]
  have h2 : ‖y‖ * (‖x - y‖ * inner ℝ n e) = inner ℝ y (x - y) := by
    calc _ = inner ℝ (‖y‖ • n) (‖x - y‖ • e) := by
          rw [real_inner_smul_left, real_inner_smul_right]
      _ = _ := by rw [← hy, ← he]
  rw [inner_sub_right, real_inner_self_eq_norm_sq] at h1 h2
  have hc : inner ℝ y x = inner ℝ x y := real_inner_comm _ _
  rw [hc] at h2
  constructor
  · linear_combination 2 * h1 - hsq
  · linear_combination 2 * h2 + hsq
```

Q: How do those cosines become the two cross terms?

A: The gradients will turn out to be $(p-q)m+we$ and $(p+q)n-we$. Half the sum of their squares is

$$p^2+q^2+w^2+w\left[(p-q)\,m\cdot e-(p+q)\,n\cdot e\right].$$

Multiply by $u(s^2-t^2)=4|x||y|u$, and write $2|y|=s+t$, $2|x|=s-t$. The last term becomes

$$w\left[(p-q)(s+t)(u^2-st)+(p+q)(s-t)(u^2+st)\right].$$

In the bracket, the coefficient of $p$ is $2s(u^2-t^2)$ and that of $q$ is $2t(s^2-u^2)$. The Lean proof expands the norms in `hA` and `hB`, then combines the two cosine relations with these same multipliers.

```lean
/-- Hylleraas' kinetic form, multiplied by the weight `u (s² - t²)`, for unit vectors `m`, `n`, `e`
along `x`, `y`, `x - y` and any real numbers `p`, `q`, `w`. -/
theorem weighted_kinetic_form {x y m n e : E} {s t u : ℝ} (p q w : ℝ)
    (hs : s = ‖x‖ + ‖y‖) (ht : t = ‖y‖ - ‖x‖) (hu : u = ‖x - y‖)
    (hm : ‖m‖ = 1) (hn : ‖n‖ = 1) (he : ‖e‖ = 1)
    (hxm : x = ‖x‖ • m) (hyn : y = ‖y‖ • n) (hxy : x - y = ‖x - y‖ • e) :
    u * (s ^ 2 - t ^ 2) * (‖(p - q) • m + w • e‖ ^ 2 + ‖(p + q) • n - w • e‖ ^ 2) / 2
      = u * (s ^ 2 - t ^ 2) * (p ^ 2 + q ^ 2 + w ^ 2)
        + 2 * w * p * s * (u ^ 2 - t ^ 2) + 2 * w * q * t * (s ^ 2 - u ^ 2) := by
  obtain ⟨h1, h2⟩ := direction_cosines hxm hyn hxy
  have hA : ‖(p - q) • m + w • e‖ ^ 2
      = (p - q) ^ 2 + 2 * ((p - q) * (w * inner ℝ m e)) + w ^ 2 := by
    rw [norm_add_sq_real, real_inner_smul_left, real_inner_smul_right]
    simp only [norm_smul, hm, he, mul_one, Real.norm_eq_abs, sq_abs]
  have hB : ‖(p + q) • n - w • e‖ ^ 2
      = (p + q) ^ 2 - 2 * ((p + q) * (w * inner ℝ n e)) + w ^ 2 := by
    rw [norm_sub_sq_real, real_inner_smul_left, real_inner_smul_right]
    simp only [norm_smul, hn, he, mul_one, Real.norm_eq_abs, sq_abs]
  rw [hA, hB, hs, ht, hu]
  -- the weight contains 4 |x| |y|, which clears the denominators of the cosines
  linear_combination 2 * ‖y‖ * w * (p - q) * h1 - 2 * ‖x‖ * w * (p + q) * h2
```

Q: There is no condition here that the particles stay apart.

A: None is needed while the weight $u(s^2-t^2)$ is still multiplied in: at coalescence both sides vanish. Here $p,q,w$ are also arbitrary real numbers, not yet derivatives.

Q: Give me numbers that aren't on a line.

A: Take $x=(3,0)$, $y=(0,4)$, so $s=7$, $t=1$, $u=5$ and $e=(3/5,-4/5)$. Let $F=2s+t+5u$, so $p=2$, $q=1$, $w=5$. The gradients are $(1,0)+(3,-4)=(4,-4)$ and $(0,3)-(3,-4)=(-3,7)$, with squares 32 and 58; half the sum is 45. On the other side, $p^2+q^2+w^2=30$, and the cross terms give $(3360+240)/240=15$. The total is again 45.

Q: You have assumed the gradients. That is where the physics enters.

A: They are proved next. Since $|x|=\sqrt{x\cdot x}$, its derivative in a direction $v$ is $2x\cdot v/(2|x|)=m\cdot v$, provided $x\neq0$. The proof differentiates the same square root.

```lean
/-- Away from the origin, the derivative of the distance `|x|` is the inner product with the
unit vector along `x`. -/
theorem hasFDerivAt_distance {x : E} (hx : x ≠ 0) :
    HasFDerivAt (fun z : E => ‖z‖) (innerSL ℝ (dir x)) x := by
  have hn : ‖x‖ ≠ 0 := norm_ne_zero_iff.mpr hx
  have h := (hasStrictFDerivAt_norm_sq x).hasFDerivAt.sqrt (pow_ne_zero 2 hn)
  simp only [Real.sqrt_sq (norm_nonneg _)] at h
  refine h.congr_fderiv ?_
  ext v
  change (1 / (2 * ‖x‖)) * ((2 : ℕ) • inner ℝ x v) = inner ℝ (‖x‖⁻¹ • x) v
  rw [real_inner_smul_left, nsmul_eq_mul]
  push_cast
  field_simp
```

The derivative of $F$ is a linear form, fixed by its values on the three coordinate directions:

```lean
/-- A linear form on coordinate space is determined by its three partial derivatives. -/
theorem linear_form_eq (L : ℝ × ℝ × ℝ →L[ℝ] ℝ) (a b c : ℝ) :
    L (a, b, c) = a * L (1, 0, 0) + b * L (0, 1, 0) + c * L (0, 0, 1) := by
  have h : ((a, b, c) : ℝ × ℝ × ℝ)
      = a • ((1, 0, 0) : ℝ × ℝ × ℝ) + b • ((0, 1, 0) : ℝ × ℝ × ℝ)
        + c • ((0, 0, 1) : ℝ × ℝ × ℝ) := by simp
  rw [h]
  simp only [map_add, map_smul, smul_eq_mul]
```

Moving the first electron gives $\nabla_xs=m$, $\nabla_xt=-m$, $\nabla_xu=e$; moving the second gives $\nabla_ys=\nabla_yt=n$, $\nabla_yu=-e$. The chain rule therefore yields

$$\nabla_xF=(p-q)m+we,\qquad \nabla_yF=(p+q)n-we.$$

In Lean, `HasFDerivAt.comp` is the chain rule, and `linear_form_eq` splits the result into the three partial derivatives.

```lean
/-- Chain rule: away from coalescence, the gradients of a differentiable `F(s,t,u)` with respect
to the two electron positions, where `p`, `q`, `w` are its partial derivatives. -/
theorem electron_gradients [CompleteSpace E] {F : ℝ × ℝ × ℝ → ℝ} {x y : E} {s t u p q w : ℝ}
    (hx : x ≠ 0) (hy : y ≠ 0) (hxy : x ≠ y)
    (hs : s = ‖x‖ + ‖y‖) (ht : t = ‖y‖ - ‖x‖) (hu : u = ‖x - y‖)
    (hF : DifferentiableAt ℝ F (s, t, u)) (hp : p = fderiv ℝ F (s, t, u) (1, 0, 0))
    (hq : q = fderiv ℝ F (s, t, u) (0, 1, 0)) (hw : w = fderiv ℝ F (s, t, u) (0, 0, 1)) :
    HasGradientAt (fun z => trial F z y) ((p - q) • dir x + w • dir (x - y)) x ∧
    HasGradientAt (fun z => trial F x z) ((p + q) • dir y - w • dir (x - y)) y := by
  subst hs ht hu
  have hd := hasFDerivAt_distance (sub_ne_zero.mpr hxy)
  constructor
  · -- moving the first electron away from the nucleus raises |x|, which enters s with a plus and t with a minus
    have h1 := (hasFDerivAt_distance hx).add_const ‖y‖
    have h2 := (hasFDerivAt_distance hx).const_sub ‖y‖
    have h3 := HasFDerivAt.comp (f := fun z : E => z - y) x hd ((hasFDerivAt_id x).sub_const y)
    have h := HasFDerivAt.comp (f := fun z : E => (‖z‖ + ‖y‖, ‖y‖ - ‖z‖, ‖z - y‖)) x
      hF.hasFDerivAt (h1.prodMk (h2.prodMk h3))
    rw [hasGradientAt_iff_hasFDerivAt]
    refine h.congr_fderiv ?_
    ext v
    change fderiv ℝ F (‖x‖ + ‖y‖, ‖y‖ - ‖x‖, ‖x - y‖)
      (inner ℝ (dir x) v, -inner ℝ (dir x) v, inner ℝ (dir (x - y)) v)
      = inner ℝ ((p - q) • dir x + w • dir (x - y)) v
    rw [linear_form_eq, ← hp, ← hq, ← hw, inner_add_left, real_inner_smul_left,
      real_inner_smul_left]
    ring
  · -- moving the second electron away from the nucleus raises |y|, which enters both s and t with a plus
    have h1 := (hasFDerivAt_distance hy).const_add ‖x‖
    have h2 := (hasFDerivAt_distance hy).sub_const ‖x‖
    have h3 := HasFDerivAt.comp (f := fun z : E => x - z) y hd ((hasFDerivAt_id y).const_sub x)
    have h := HasFDerivAt.comp (f := fun z : E => (‖x‖ + ‖z‖, ‖z‖ - ‖x‖, ‖x - z‖)) y
      hF.hasFDerivAt (h1.prodMk (h2.prodMk h3))
    rw [hasGradientAt_iff_hasFDerivAt]
    refine h.congr_fderiv ?_
    ext v
    change fderiv ℝ F (‖x‖ + ‖y‖, ‖y‖ - ‖x‖, ‖x - y‖)
      (inner ℝ (dir y) v, inner ℝ (dir y) v, inner ℝ (dir (x - y)) (-v))
      = inner ℝ ((p + q) • dir y - w • dir (x - y)) v
    rw [linear_form_eq, ← hp, ← hq, ← hw, inner_sub_left, real_inner_smul_left,
      real_inner_smul_left, inner_neg_right]
    ring
```

Q: What does that ask of $F$?

A: Differentiability at the point $(s,t,u)$, as a function on all of $\mathbb R^3$. Physical points satisfy $|t|\le u\le s$, and collinear configurations lie on the boundary, so there $F$ must extend differentiably beyond the physical region. `CompleteSpace E` lets a derivative be represented by a gradient vector, and holds automatically in finite dimension. No exchange symmetry is required.

Q: So now you divide by the weight?

A: Yes. With $x\neq0$, $y\neq0$ and $x\neq y$, the weight $4|x||y|u$ is nonzero; that is `hW`. The proof inserts the gradients, applies the weighted identity and divides.

```lean
/-- Hylleraas' kinetic energy density: away from coalescence, half the sum of the squared electron
gradients of a differentiable `F(s,t,u)`, in terms of its partial derivatives `p`, `q`, `w`. -/
theorem kinetic_density [CompleteSpace E] {F : ℝ × ℝ × ℝ → ℝ} {x y : E} {s t u p q w : ℝ}
    (hx : x ≠ 0) (hy : y ≠ 0) (hxy : x ≠ y)
    (hs : s = ‖x‖ + ‖y‖) (ht : t = ‖y‖ - ‖x‖) (hu : u = ‖x - y‖)
    (hF : DifferentiableAt ℝ F (s, t, u)) (hp : p = fderiv ℝ F (s, t, u) (1, 0, 0))
    (hq : q = fderiv ℝ F (s, t, u) (0, 1, 0)) (hw : w = fderiv ℝ F (s, t, u) (0, 0, 1)) :
    (‖gradient (fun z => trial F z y) x‖ ^ 2 + ‖gradient (fun z => trial F x z) y‖ ^ 2) / 2
      = p ^ 2 + q ^ 2 + w ^ 2
        + (2 * w * p * s * (u ^ 2 - t ^ 2) + 2 * w * q * t * (s ^ 2 - u ^ 2))
          / (u * (s ^ 2 - t ^ 2)) := by
  obtain ⟨g1, g2⟩ := electron_gradients hx hy hxy hs ht hu hF hp hq hw
  rw [g1.gradient, g2.gradient]
  obtain ⟨hm, hxm⟩ := dir_spec hx
  obtain ⟨hn, hyn⟩ := dir_spec hy
  obtain ⟨he, hxye⟩ := dir_spec (sub_ne_zero.mpr hxy)
  have k := weighted_kinetic_form p q w hs ht hu hm hn he hxm hyn hxye
  -- the weight does not vanish away from coalescence
  have hW : u * (s ^ 2 - t ^ 2) ≠ 0 := by
    have h4 : u * (s ^ 2 - t ^ 2) = 4 * ‖x - y‖ * ‖x‖ * ‖y‖ := by
      rw [hs, ht, hu]; ring
    rw [h4]
    exact mul_ne_zero (mul_ne_zero (mul_ne_zero four_ne_zero
      (norm_ne_zero_iff.mpr (sub_ne_zero.mpr hxy))) (norm_ne_zero_iff.mpr hx))
      (norm_ne_zero_iff.mpr hy)
  rw [← sub_eq_iff_eq_add', eq_div_iff hW]
  linear_combination k
```

Q: Is this the kinetic energy, or only its integrand?

A: The integrand, at one configuration, for a real spatial function in atomic units with a fixed nucleus. It is the gradient form: the other common integrand, $-\tfrac12F(\nabla_x^2+\nabla_y^2)F$, generally has different values point by point, even when the two integrate to the same energy. The integral over configurations, the potential energy and the minimisation are not treated. For variational work on helium-like atoms, the theorem supplies the pointwise kinetic term of any such differentiable $F(s,t,u)$.

Q: Then finish with the correlated function.

A: Its partial derivatives are $p=-\zeta(1+cu)e^{-\zeta s}$, $q=0$ and $w=ce^{-\zeta s}$. Substitution gives

$$e^{-2\zeta s}\left[\zeta^2(1+cu)^2+c^2-2\zeta c(1+cu)\frac{s(u^2-t^2)}{u(s^2-t^2)}\right].$$

The function is not normalised in general: when its squared norm (the integral of its square over all configurations) is finite, divide the expression above by that squared norm to get the density of the normalised state. In the proof, `hF` applies the product rule, `hd` reads off the partial derivatives, and the general theorem does the rest.

```lean
/-- The kinetic energy density of the correlated trial function `exp (-ζ s) (1 + c u)`, away from
coalescence. -/
theorem correlated_kinetic_density [CompleteSpace E] {x y : E} {s t u : ℝ} (ζ c : ℝ)
    (hx : x ≠ 0) (hy : y ≠ 0) (hxy : x ≠ y)
    (hs : s = ‖x‖ + ‖y‖) (ht : t = ‖y‖ - ‖x‖) (hu : u = ‖x - y‖) :
    (‖gradient (fun z => trial (correlated ζ c) z y) x‖ ^ 2
        + ‖gradient (fun z => trial (correlated ζ c) x z) y‖ ^ 2) / 2
      = Real.exp (-ζ * s) ^ 2 * (ζ ^ 2 * (1 + c * u) ^ 2 + c ^ 2
        - 2 * ζ * c * (1 + c * u) * (s * (u ^ 2 - t ^ 2) / (u * (s ^ 2 - t ^ 2)))) := by
  have h0 : HasFDerivAt (fun z : ℝ × ℝ × ℝ => z.1)
      (ContinuousLinearMap.fst ℝ ℝ (ℝ × ℝ)) (s, t, u) :=
    (ContinuousLinearMap.fst ℝ ℝ (ℝ × ℝ)).hasFDerivAt
  have h1 : HasFDerivAt (fun z : ℝ × ℝ × ℝ => Real.exp (-ζ * z.1))
      (Real.exp (-ζ * s) • ((-ζ) • ContinuousLinearMap.fst ℝ ℝ (ℝ × ℝ))) (s, t, u) :=
    (h0.const_mul (-ζ)).exp
  have h2 : HasFDerivAt (fun z : ℝ × ℝ × ℝ => 1 + c * z.2.2)
      (c • ((ContinuousLinearMap.snd ℝ ℝ ℝ).comp (ContinuousLinearMap.snd ℝ ℝ (ℝ × ℝ))))
      (s, t, u) :=
    (((ContinuousLinearMap.snd ℝ ℝ ℝ).comp
      (ContinuousLinearMap.snd ℝ ℝ (ℝ × ℝ))).hasFDerivAt.const_mul c).const_add 1
  have hF : HasFDerivAt (correlated ζ c) _ (s, t, u) := h1.mul h2
  -- the three partial derivatives
  have hd (a b d : ℝ) : fderiv ℝ (correlated ζ c) (s, t, u) (a, b, d)
      = Real.exp (-ζ * s) * (c * d) + (1 + c * u) * (Real.exp (-ζ * s) * (-ζ * a)) := by
    rw [hF.fderiv]
    rfl
  rw [kinetic_density hx hy hxy hs ht hu hF.differentiableAt rfl rfl rfl, hd, hd, hd]
  ring

end HylleraasKinetic
```

```lean
#print axioms HylleraasKinetic.correlated_kinetic_density
```

```
'HylleraasKinetic.correlated_kinetic_density' depends on axioms: [propext, Classical.choice, Quot.sound]
```
